# A second-order lower bound on the energy for a gap larger than twice the perturbation

The operators here are linear maps defined on all of a complex inner product space $H$, and the size of the perturbation $V$ enters through a number $v$ with $\|Vx\|\le v\|x\|$ for every $x$. The operator norm is one admissible $v$; any larger number also serves. The dimension is arbitrary, but an unbounded Hamiltonian fits only on a domain that both $H_0$ and $V$ map into itself.

Let $H_0$ and $V$ be symmetric, and let $\psi$ be a unit eigenvector of $H_0$ with energy $E_0$. Every unit vector orthogonal to $\psi$ is assumed to have an $H_0$ energy of at least $E_0+D$, with a gap $D>2v$. With $E_1=\langle\psi,V\psi\rangle$, every unit vector $x$ then satisfies

$$\langle x,(H_0+V)x\rangle\;\ge\;E_0+E_1-\frac{\|(V-E_1)\psi\|^2}{D-2v}.$$

In Lean 4 with Mathlib:

```lean
import Mathlib

namespace GapLowerBound

noncomputable section

variable {H : Type*} [NormedAddCommGroup H] [InnerProductSpace ℂ H]
```

## Energy, residual and gap

The energy is $\mathrm{Re}\,\langle x,Ax\rangle$, with the inner product linear in its second argument. For symmetric $A$ the imaginary part vanishes, so for unit $x$ this is the expectation value.

```lean
/-- The quadratic form `⟨x, A x⟩` (its real part): the energy of a unit vector `x`. -/
def energy (A : H →ₗ[ℂ] H) (x : H) : ℝ := (inner ℂ x (A x)).re
```

The residual $\rho=(V-E_1)\psi$ is the part of $V\psi$ orthogonal to $\psi$. Its squared norm is the variance of $V$ in the state $\psi$.

```lean
/-- The vector `(V - E₁)ψ`, where `E₁` is the real part of `⟨ψ, V ψ⟩`. -/
def residual (V : H →ₗ[ℂ] H) (ψ : H) : H := V ψ - (energy V ψ : ℂ) • ψ
```

All hypotheses except $D>2v$ are collected in one structure. Its field `gap` says $\langle y,H_0y\rangle\ge(E_0+D)\|y\|^2$ for all $y\perp\psi$: exciting the unperturbed system out of $\psi$ costs at least $D$. This is assumed, not derived from a model. For $D>0$ it makes $\psi$ the nondegenerate ground state of $H_0$.

```lean
/-- Symmetric `H0` and `V`, a unit eigenvector `ψ` of `H0` with energy `E0`, a gap `D` above `E0`
on the orthogonal complement of `ψ`, and a bound `v` on the norm of `V`. -/
structure GappedPerturbation (H0 V : H →ₗ[ℂ] H) (ψ : H) (E0 D v : ℝ) : Prop where
  H0_symm : H0.IsSymmetric
  V_symm : V.IsSymmetric
  unit : ‖ψ‖ = 1
  eigen : H0 ψ = (E0 : ℂ) • ψ
  gap : ∀ y, inner ℂ ψ y = 0 → (E0 + D) * ‖y‖ ^ 2 ≤ energy H0 y
  bound : ∀ x, ‖V x‖ ≤ v * ‖x‖
```

## Reduction to two amplitudes

Write $x=a\psi+y$ with $y\perp\psi$. The cross terms of $H_0$ vanish, since $\langle y,H_0\psi\rangle=E_0\langle y,\psi\rangle=0$. Those of $V$ are complex conjugates of each other, and $\langle y,V\psi\rangle=\langle y,\rho\rangle$ because $\rho$ differs from $V\psi$ by a multiple of $\psi$. Hence

$$\langle x,(H_0+V)x\rangle=|a|^2(E_0+E_1)+2\,\mathrm{Re}\,(a\langle y,\rho\rangle)+\langle y,(H_0+V)y\rangle.$$

The proof establishes these inner products first, then expands into real and imaginary parts and closes with `ring`.

```lean
variable {H0 V : H →ₗ[ℂ] H} {ψ : H} {E0 D v : ℝ}

/-- For `y` orthogonal to `ψ`, the energy of `aψ + y` is the first-order energy weighted by `|a|²`,
plus the energy of `y`, plus a coupling through `(V - E₁)ψ` alone. -/
theorem energy_split (h : GappedPerturbation H0 V ψ E0 D v) (a : ℂ) (y : H)
    (hy : inner ℂ ψ y = 0) :
    energy (H0 + V) (a • ψ + y) = ‖a‖ ^ 2 * (E0 + energy V ψ)
      + 2 * (a * inner ℂ y (residual V ψ)).re + energy (H0 + V) y := by
  have hy' : inner ℂ y ψ = 0 := by rw [← inner_conj_symm, hy, map_zero]
  have hψ : inner ℂ ψ ψ = 1 := by
    rw [inner_self_eq_norm_sq_to_K, h.unit]; simp
  -- `H0` does not couple `ψ` to its complement
  have h1 : inner ℂ ψ (H0 y) = 0 := by
    rw [← h.H0_symm ψ y, h.eigen, inner_smul_left, hy, mul_zero]
  have h2 : inner ℂ ψ (V y) = starRingEnd ℂ (inner ℂ y (V ψ)) := by
    rw [← h.V_symm ψ y, inner_conj_symm]
  have hr : inner ℂ y (residual V ψ) = inner ℂ y (V ψ) := by
    rw [residual, inner_sub_right, inner_smul_right, hy', mul_zero, sub_zero]
  rw [hr, Complex.sq_norm, Complex.normSq_apply]
  simp only [energy, LinearMap.add_apply, map_add, map_smul, h.eigen, inner_add_left,
    inner_add_right, inner_smul_left, inner_smul_right, hy', hψ, h1, h2]
  simp only [Complex.add_re, Complex.add_im, Complex.mul_re, Complex.mul_im, Complex.conj_re,
    Complex.conj_im, Complex.ofReal_re, Complex.ofReal_im, Complex.one_re, Complex.one_im,
    Complex.zero_re, Complex.zero_im]
  ring
```

Cauchy-Schwarz gives $|\langle x,Vx\rangle|\le v\|x\|^2$. Used at $y$ it yields $\langle y,Vy\rangle\ge-v\|y\|^2$, and at $\psi$ it yields $E_1\le v$. Therefore

$$\langle y,(H_0+V)y\rangle\ge(E_0+D-v)\|y\|^2\ge(E_0+E_1+D-2v)\|y\|^2.$$

One $v$ allows for the complement moving down, the other for the reference level moving up. In the code, `key` is the Cauchy-Schwarz estimate, and `nlinarith` combines its two uses with the gap.

```lean
/-- On the orthogonal complement of `ψ` the perturbed operator lies at least `D - 2v` above
`E₀ + E₁`. -/
theorem perturbed_gap (h : GappedPerturbation H0 V ψ E0 D v) (y : H) (hy : inner ℂ ψ y = 0) :
    (E0 + energy V ψ + (D - 2 * v)) * ‖y‖ ^ 2 ≤ energy (H0 + V) y := by
  have key : ∀ x, |energy V x| ≤ v * ‖x‖ ^ 2 := fun x => calc
    |energy V x| ≤ ‖inner ℂ x (V x)‖ := Complex.abs_re_le_norm _
    _ ≤ ‖x‖ * ‖V x‖ := norm_inner_le_norm _ _
    _ ≤ ‖x‖ * (v * ‖x‖) := mul_le_mul_of_nonneg_left (h.bound x) (norm_nonneg _)
    _ = v * ‖x‖ ^ 2 := by ring
  have e : energy (H0 + V) y = energy H0 y + energy V y := by
    simp [energy]
  have hE := (abs_le.mp (key ψ)).2
  simp only [h.unit, one_pow, mul_one] at hE
  rw [e]
  nlinarith [h.gap y hy, (abs_le.mp (key y)).1, mul_le_mul_of_nonneg_right hE (sq_nonneg ‖y‖)]
```

Now let $x$ be a unit vector and take $a=\langle\psi,x\rangle$, $y=x-a\psi$. Set $c=|a|$, $s=\|y\|$, $r=\|\rho\|$ and $\delta=D-2v$. Pythagoras gives $c^2+s^2=1$, and Cauchy-Schwarz bounds the coupling term below by $-2rcs$. Inserting both into the split energy, together with the lower bound just found for $\langle y,(H_0+V)y\rangle$, gives

$$\langle x,(H_0+V)x\rangle\ge E_0+E_1+\delta s^2-2rcs.$$

```lean
/-- The amplitudes of a unit vector `x` along `ψ` and orthogonal to it have squares summing to one,
and they bound the energy of `x` below by a two-level expression. -/
theorem energy_ge_mixing (h : GappedPerturbation H0 V ψ E0 D v) (x : H) (hx : ‖x‖ = 1) :
    ‖inner ℂ ψ x‖ ^ 2 + ‖x - inner ℂ ψ x • ψ‖ ^ 2 = 1 ∧
    E0 + energy V ψ + ((D - 2 * v) * ‖x - inner ℂ ψ x • ψ‖ ^ 2
      - 2 * ‖residual V ψ‖ * ‖inner ℂ ψ x‖ * ‖x - inner ℂ ψ x • ψ‖) ≤ energy (H0 + V) x := by
  have hψ : inner ℂ ψ ψ = 1 := by
    rw [inner_self_eq_norm_sq_to_K, h.unit]; simp
  have hy : inner ℂ ψ (x - inner ℂ ψ x • ψ) = 0 := by
    rw [inner_sub_right, inner_smul_right, hψ, mul_one, sub_self]
  have hxy : inner ℂ ψ x • ψ + (x - inner ℂ ψ x • ψ) = x := by abel
  generalize inner ℂ ψ x = a at hy hxy ⊢
  generalize x - a • ψ = y at hy hxy ⊢
  have hn : ‖a‖ ^ 2 + ‖y‖ ^ 2 = 1 := by
    have := norm_add_sq (𝕜 := ℂ) (a • ψ) y
    rw [hxy, hx, inner_smul_left, hy, norm_smul, h.unit] at this
    simp only [mul_zero, map_zero, mul_one, one_pow, add_zero] at this
    linarith
  refine ⟨hn, ?_⟩
  have e := energy_split h a y hy
  rw [hxy] at e
  -- Cauchy-Schwarz for the coupling term
  have hc : |(a * inner ℂ y (residual V ψ)).re| ≤ ‖a‖ * (‖y‖ * ‖residual V ψ‖) := by
    refine (Complex.abs_re_le_norm _).trans ?_
    rw [norm_mul]
    exact mul_le_mul_of_nonneg_left (norm_inner_le_norm _ _) (norm_nonneg _)
  have hK : (E0 + energy V ψ) * (‖a‖ ^ 2 + ‖y‖ ^ 2) = E0 + energy V ψ := by rw [hn, mul_one]
  rw [e]
  nlinarith [perturbed_gap h y hy, (abs_le.mp hc).1]
```

## The lower level of a two-level system

Let $R=\sqrt{\delta^2+4r^2}$, $p=(R+\delta)/2$ and $q=(R-\delta)/2$. Both $p$ and $q$ are nonnegative because $|\delta|\le R$, and $pq=r^2$. From $(ps^2-qc^2)^2\ge0$ it follows that

$$(2rcs)^2=4pq\,c^2s^2\le(ps^2+qc^2)^2,\qquad\text{so}\qquad 2rcs\le ps^2+qc^2.$$

Since $\delta-p=-q$,

$$\delta s^2-2rcs\ge(\delta-p)s^2-qc^2=-q(s^2+c^2)=\frac{\delta-R}{2}.$$

```lean
/-- For real amplitudes with `c² + s² = 1`, the two-level energy `δs² - 2rcs` (levels `0` and `δ`,
coupling `-r`) is at least `(δ - √(δ² + 4r²))/2`. -/
theorem two_level_min (δ r c s : ℝ) (h : c ^ 2 + s ^ 2 = 1) :
    (δ - √(δ ^ 2 + 4 * r ^ 2)) / 2 ≤ δ * s ^ 2 - 2 * r * c * s := by
  have hR : √(δ ^ 2 + 4 * r ^ 2) ^ 2 = δ ^ 2 + 4 * r ^ 2 := Real.sq_sqrt (by positivity)
  have hd : |δ| ≤ √(δ ^ 2 + 4 * r ^ 2) := Real.abs_le_sqrt (by nlinarith [sq_nonneg r])
  generalize √(δ ^ 2 + 4 * r ^ 2) = R at hR hd ⊢
  obtain ⟨hd1, hd2⟩ := abs_le.mp hd
  obtain ⟨p, hp⟩ : ∃ p, p = (R + δ) / 2 := ⟨_, rfl⟩
  obtain ⟨q, hq⟩ : ∃ q, q = (R - δ) / 2 := ⟨_, rfl⟩
  have hp0 : 0 ≤ p := by linarith
  have hq0 : 0 ≤ q := by linarith
  have hpq : p * q = r ^ 2 := by rw [hp, hq]; linear_combination hR / 4
  have hsq : (2 * r * c * s) ^ 2 ≤ (p * s ^ 2 + q * c ^ 2) ^ 2 := calc
    (2 * r * c * s) ^ 2 = 4 * (p * q) * (c * s) ^ 2 := by rw [hpq]; ring
    _ ≤ _ := by nlinarith [sq_nonneg (p * s ^ 2 - q * c ^ 2)]
  have key := (le_abs_self _).trans (abs_le_of_sq_le_sq hsq (by positivity))
  have hc : c ^ 2 = 1 - s ^ 2 := by linarith
  rw [hc, hp, hq] at key
  linarith
```

Putting this into the previous estimate gives a closed bound that holds for either sign of $\delta$:

$$\langle x,(H_0+V)x\rangle\ge E_0+E_1+\tfrac12\left(\delta-\sqrt{\delta^2+4r^2}\right).$$

```lean
/-- The energy of every unit vector is at least `E₀ + E₁` plus the lower level of a two-level system
with diagonal entries `0` and `D - 2v` and coupling `‖(V - E₁)ψ‖`. -/
theorem two_level_lower_bound (h : GappedPerturbation H0 V ψ E0 D v) (x : H) (hx : ‖x‖ = 1) :
    E0 + energy V ψ + ((D - 2 * v) - √((D - 2 * v) ^ 2 + 4 * ‖residual V ψ‖ ^ 2)) / 2
      ≤ energy (H0 + V) x := by
  obtain ⟨hn, he⟩ := energy_ge_mixing h x hx
  linarith [two_level_min (D - 2 * v) ‖residual V ψ‖ _ _ hn]
```

## From the square root to second order

For $\delta>0$,

$$\left(\delta+\frac{2r^2}{\delta}\right)^2=\delta^2+4r^2+\frac{4r^4}{\delta^2}\ge\delta^2+4r^2,$$

so the root is at most $\delta+2r^2/\delta$, and $(\delta-R)/2\ge-r^2/\delta$. This is the stated bound. Its last term has the form of a second-order energy, with the single denominator $D-2v$ in place of the individual excitation energies.

```lean
/-- If `2v < D`, the energy of every unit vector is at least
`E₀ + E₁ - ‖(V - E₁)ψ‖² / (D - 2v)`. -/
theorem second_order_lower_bound (h : GappedPerturbation H0 V ψ E0 D v) (hD : 2 * v < D)
    (x : H) (hx : ‖x‖ = 1) :
    E0 + energy V ψ - ‖residual V ψ‖ ^ 2 / (D - 2 * v) ≤ energy (H0 + V) x := by
  have hb := two_level_lower_bound h x hx
  have hδ : 0 < D - 2 * v := by linarith
  generalize D - 2 * v = δ at hb hδ ⊢
  have hq0 : 0 ≤ ‖residual V ψ‖ ^ 2 / δ := by positivity
  have hq : ‖residual V ψ‖ ^ 2 / δ * δ = ‖residual V ψ‖ ^ 2 := div_mul_cancel₀ _ hδ.ne'
  generalize ‖residual V ψ‖ ^ 2 / δ = q at hq0 hq ⊢
  -- the square root lies below its second-order expansion
  have hs : √(δ ^ 2 + 4 * ‖residual V ψ‖ ^ 2) ≤ δ + 2 * q :=
    Real.sqrt_le_iff.mpr ⟨by linarith, by nlinarith [sq_nonneg q]⟩
  linarith
```

If $(H_0+V)x=\mu x$ with $\|x\|=1$, the energy of $x$ is $\mu$, so every eigenvalue obeys the same bound.

```lean
/-- If `2v < D`, every eigenvalue `μ` of `H0 + V` with a unit eigenvector obeys the same
second-order lower bound. -/
theorem eigenvalue_lower_bound (h : GappedPerturbation H0 V ψ E0 D v) (hD : 2 * v < D)
    (x : H) (hx : ‖x‖ = 1) (μ : ℝ) (hμ : (H0 + V) x = (μ : ℂ) • x) :
    E0 + energy V ψ - ‖residual V ψ‖ ^ 2 / (D - 2 * v) ≤ μ := by
  have e : energy (H0 + V) x = μ := by
    rw [energy, hμ, inner_smul_right, inner_self_eq_norm_sq_to_K, hx]; simp
  exact e ▸ second_order_lower_bound h hD x hx
```

## Bracketing a ground-state energy in a matrix calculation

Take a finite orthonormal basis of at least two vectors in which $H_0$ is diagonal, with $\psi$ as basis vector $0$ and $E_0$ the lowest diagonal entry. One column of $V$ gives $E_1=V_{00}$ and $r^2=\sum_{k\ne0}|V_{k0}|^2$. The largest absolute row sum of $V$, computed from all its entries, can serve as $v$, and $D$ is the distance from $E_0$ to the lowest of the other diagonal entries of $H_0$. After checking $2v<D$, the code can report

$$E_0+E_1-\frac{r^2}{D-2v}\;\le\;E_{\text{ground}}\;\le\;E_0+E_1,$$

where the upper limit is the variational energy of $\psi$. Here $E_{\text{ground}}$ is the lowest eigenvalue of the matrix. For a finite configuration-interaction matrix the lower limit therefore applies to the energy within the chosen basis, not to the exact energy, which can lie lower. The condition $2v<D$ asks the perturbation to be small on the whole matrix space and not merely near the ground state.

## Two coupled levels and the coefficient of the bound

The test case is the matrix

$$\begin{pmatrix}0&g\\g&D\end{pmatrix},$$

with $H_0$ its diagonal part, `twoLevel D 0`, and $V$ its off-diagonal part, `twoLevel 0 g`.

```lean
/-- The two-level operator with diagonal entries `0`, `D` and off-diagonal entries `g`. -/
def twoLevel (D g : ℝ) : EuclideanSpace ℂ (Fin 2) →ₗ[ℂ] EuclideanSpace ℂ (Fin 2) where
  toFun x := !₂[(g : ℂ) * x 1, (g : ℂ) * x 0 + (D : ℂ) * x 1]
  map_add' x y := by ext i; fin_cases i <;> simp <;> ring
  map_smul' a x := by ext i; fin_cases i <;> simp <;> ring
```

The unperturbed state is $\psi=(1,0)$.

```lean
/-- The first basis state of the two-level system. -/
def ground : EuclideanSpace ℂ (Fin 2) := !₂[1, 0]
```

Both parts are real symmetric matrices, hence symmetric operators.

```lean
/-- Every two-level operator with real entries `D`, `g` is symmetric. -/
theorem twoLevel_symm (D g : ℝ) : (twoLevel D g).IsSymmetric := by
  intro x y
  simp [twoLevel, PiLp.inner_apply, Fin.sum_univ_two]
  ring
```

A vector orthogonal to $\psi$ has only its second component, so its $H_0$ energy is exactly $D\|y\|^2$. Also $\|Vx\|=g\|x\|$ for $g\ge0$. The conditions of the structure therefore hold with $E_0=0$ and $v=g$; the condition $2g<D$ is separate.

```lean
/-- Two levels split by `D` and coupled by `g ≥ 0` meet the hypotheses, with `E₀ = 0` and
`v = g`. -/
theorem gappedPerturbation_witness (D g : ℝ) (hg : 0 ≤ g) :
    GappedPerturbation (twoLevel D 0) (twoLevel 0 g) ground 0 D g where
  H0_symm := twoLevel_symm D 0
  V_symm := twoLevel_symm 0 g
  unit := by simp [ground, EuclideanSpace.norm_eq, Fin.sum_univ_two]
  eigen := by ext i; fin_cases i <;> simp [twoLevel, ground]
  gap y hy := by
    have h0 : y 0 = 0 := by simpa [ground, PiLp.inner_apply, Fin.sum_univ_two] using hy
    apply le_of_eq
    rw [EuclideanSpace.norm_sq_eq]
    simp only [Fin.sum_univ_two, h0, Complex.sq_norm, Complex.normSq_apply]
    simp [energy, twoLevel, PiLp.inner_apply, Fin.sum_univ_two, h0]
    ring
  bound x := by
    have hs : ‖twoLevel 0 g x‖ ^ 2 = (g * ‖x‖) ^ 2 := by
      rw [mul_pow, EuclideanSpace.norm_sq_eq, EuclideanSpace.norm_sq_eq]
      simp [twoLevel, Fin.sum_univ_two, mul_pow]
      ring
    exact (le_abs_self _).trans (abs_le_of_sq_le_sq hs.le (by positivity))
```

Here $E_1=0$ and $r^2=g^2$. The vector $(D,-g)$ has squared norm $D^2+g^2$, so its normalised energy is $-Dg^2/(D^2+g^2)$. Now let $c$ denote a factor with $0\le c<1$ multiplying the second-order term. The weakened bound fails at this vector when

$$c\,(D^2+g^2)<D(D-2g).$$

Put $t=(1-c)/4$ and $g=Dt$. The right side minus the left is then $D^2t(2-t+4t^2)>0$, and $2g<D$. So no coefficient below $1$ works for all couplings with $2g<D$; whether the $2v$ in the denominator could be reduced is a separate question. The code keeps the vector unnormalised and multiplies the bound by its squared norm.

```lean
/-- For `D > 0` and `0 ≤ c < 1` there is a coupling `g` with `0 < 2g < D` for which the two-level
system violates the lower bound with its second-order term multiplied by `c`. -/
theorem coefficient_optimal (D c : ℝ) (hD : 0 < D) (hc0 : 0 ≤ c) (hc1 : c < 1) :
    ∃ g : ℝ, 0 < g ∧ 2 * g < D ∧
      energy (twoLevel D 0 + twoLevel 0 g) !₂[(D : ℂ), -(g : ℂ)] <
        (energy (twoLevel 0 g) ground - c * ‖residual (twoLevel 0 g) ground‖ ^ 2 / (D - 2 * g))
          * ‖(!₂[(D : ℂ), -(g : ℂ)] : EuclideanSpace ℂ (Fin 2))‖ ^ 2 := by
  obtain ⟨t, rfl⟩ : ∃ t, c = 1 - 4 * t := ⟨(1 - c) / 4, by ring⟩
  have ht : 0 < t := by linarith
  have hg : 0 < D * t := by positivity
  have hgD : 2 * (D * t) < D := by nlinarith
  -- the trial vector beats the weakened bound
  have k : (1 - 4 * t) * (D ^ 2 + (D * t) ^ 2) < D * (D - 2 * (D * t)) := by
    have h2 : 0 < 2 - t + 4 * t ^ 2 := by nlinarith [sq_nonneg t]
    have h3 : 0 < D ^ 2 * (t * (2 - t + 4 * t ^ 2)) := by positivity
    linarith
  refine ⟨D * t, hg, hgD, ?_⟩
  generalize D * t = g at hg hgD k ⊢
  have e1 : energy (twoLevel 0 g) ground = 0 := by
    simp [energy, twoLevel, ground, PiLp.inner_apply, Fin.sum_univ_two]
  have e2 : ‖residual (twoLevel 0 g) ground‖ ^ 2 = g ^ 2 := by
    rw [residual, e1, EuclideanSpace.norm_sq_eq]
    simp [twoLevel, ground, Fin.sum_univ_two]
  have e3 : ‖(!₂[(D : ℂ), -(g : ℂ)] : EuclideanSpace ℂ (Fin 2))‖ ^ 2 = D ^ 2 + g ^ 2 := by
    rw [EuclideanSpace.norm_sq_eq]
    simp [Fin.sum_univ_two]
  have e4 : energy (twoLevel D 0 + twoLevel 0 g) !₂[(D : ℂ), -(g : ℂ)] = -(D * g ^ 2) := by
    simp [energy, twoLevel, PiLp.inner_apply, Fin.sum_univ_two]
    ring
  rw [e1, e2, e3, e4]
  have hδ : 0 < D - 2 * g := by linarith
  have hlt : g ^ 2 * ((1 - 4 * t) * (D ^ 2 + g ^ 2)) / (D - 2 * g) < D * g ^ 2 := by
    rw [div_lt_iff₀ hδ]
    nlinarith [mul_lt_mul_of_pos_left k (pow_pos hg 2)]
  calc -(D * g ^ 2) < -(g ^ 2 * ((1 - 4 * t) * (D ^ 2 + g ^ 2)) / (D - 2 * g)) := by linarith
    _ = _ := by ring

end

end GapLowerBound
```

```lean
#print axioms GapLowerBound.second_order_lower_bound
#print axioms GapLowerBound.eigenvalue_lower_bound
#print axioms GapLowerBound.coefficient_optimal
```

```
'GapLowerBound.second_order_lower_bound' depends on axioms: [propext, Classical.choice, Quot.sound]
'GapLowerBound.eigenvalue_lower_bound' depends on axioms: [propext, Classical.choice, Quot.sound]
'GapLowerBound.coefficient_optimal' depends on axioms: [propext, Classical.choice, Quot.sound]
```
